# Step sizes for which linearised Kerker mixing converges uniformly in cell length

In a self-consistent Schrödinger–Poisson calculation the electron density is corrected step by step, and a mixing step that works in a short cell may fail in a longer one, which admits density waves of smaller wavevector. For Kerker mixing in a uniform medium with linear Thomas–Fermi screening, the step sizes that give one convergence rate for all cell lengths form an explicit interval.

In Lean 4 with Mathlib:

```lean
import Mathlib

open Filter Topology

namespace KerkerUniformConvergence

noncomputable section

/-- The factor by which one Kerker mixing step with step size `a` multiplies the density error
at wavevector `q`; the domain is `q ^ 2 + k0 ^ 2 ≠ 0`. -/
def kerkerFactor (k k0 a q : ℝ) : ℝ := 1 - a * (q ^ 2 + k ^ 2) / (q ^ 2 + k0 ^ 2)

/-- The supremum of the absolute mixing factor over all wavevectors `q > 0`, for `k0 ≠ 0`. -/
def worstFactor (k k0 a : ℝ) : ℝ := ⨆ q : Set.Ioi (0 : ℝ), |kerkerFactor k k0 a q|

/-- The complex amplitude of the density error at wavevector `q` after `n` mixing steps,
starting from `e0`, for `q ^ 2 + k0 ^ 2 ≠ 0`. -/
def densityError (k k0 a q : ℝ) (e0 : ℂ) : ℕ → ℂ
  | 0 => e0
  | n + 1 => (kerkerFactor k k0 a q : ℂ) * densityError k k0 a q e0 n

/-- For `k0 > 0` the mixing factor is a weighted mean of `1 - a` and `1 - a k² / k0²`, with
weights `q² / (q² + k0²)` and `k0² / (q² + k0²)`. -/
theorem kerkerFactor_eq_mean {k k0 : ℝ} (hk0 : 0 < k0) (a q : ℝ) :
    kerkerFactor k k0 a q = q ^ 2 / (q ^ 2 + k0 ^ 2) * (1 - a)
      + k0 ^ 2 / (q ^ 2 + k0 ^ 2) * (1 - a * (k ^ 2 / k0 ^ 2)) := by
  have hD : q ^ 2 + k0 ^ 2 ≠ 0 := by positivity
  unfold kerkerFactor
  field_simp
  ring

/-- For `k0 > 0` the absolute mixing factor never exceeds the larger of `|1 - a|` and
`|1 - a k² / k0²|`. -/
theorem abs_kerkerFactor_le {k k0 : ℝ} (hk0 : 0 < k0) (a q : ℝ) :
    |kerkerFactor k k0 a q| ≤ max |1 - a| |1 - a * (k ^ 2 / k0 ^ 2)| := by
  -- a weighted mean of two numbers in [-M, M] stays in [-M, M]
  have key : ∀ w v A B M : ℝ, 0 ≤ w → 0 ≤ v → w + v = 1 → |A| ≤ M → |B| ≤ M →
      |w * A + v * B| ≤ M := by
    intro w v A B M hw hv h hA hB
    have hM : w * M + v * M = M := by rw [← add_mul, h, one_mul]
    rw [abs_le] at hA hB ⊢
    constructor <;>
      nlinarith [mul_le_mul_of_nonneg_left hA.1 hw, mul_le_mul_of_nonneg_left hA.2 hw,
        mul_le_mul_of_nonneg_left hB.1 hv, mul_le_mul_of_nonneg_left hB.2 hv]
  have hD : q ^ 2 + k0 ^ 2 ≠ 0 := by positivity
  rw [kerkerFactor_eq_mean hk0]
  exact key _ _ _ _ _ (by positivity) (by positivity) (by rw [← add_div, div_self hD])
    (le_max_left _ _) (le_max_right _ _)

/-- In the long-wave limit `q → 0+` the mixing factor tends to `1 - a k² / k0²`, for `k0 > 0`. -/
theorem tendsto_longWave {k k0 : ℝ} (hk0 : 0 < k0) (a : ℝ) :
    Tendsto (fun q => kerkerFactor k k0 a q) (𝓝[>] 0) (𝓝 (1 - a * (k ^ 2 / k0 ^ 2))) := by
  have h0 : (0 : ℝ) ^ 2 + k0 ^ 2 ≠ 0 := by positivity
  have hc : ContinuousAt (fun q => kerkerFactor k k0 a q) 0 := by
    unfold kerkerFactor
    exact ContinuousAt.sub continuousAt_const
      (ContinuousAt.div (by fun_prop) (by fun_prop) h0)
  have e : kerkerFactor k k0 a 0 = 1 - a * (k ^ 2 / k0 ^ 2) := by
    simp [kerkerFactor, mul_div_assoc]
  rw [← e]
  exact hc.tendsto.mono_left nhdsWithin_le_nhds

/-- In the short-wave limit `q → ∞` the mixing factor tends to `1 - a`, for `k0 > 0`. -/
theorem tendsto_shortWave {k k0 : ℝ} (hk0 : 0 < k0) (a : ℝ) :
    Tendsto (fun q => kerkerFactor k k0 a q) atTop (𝓝 (1 - a)) := by
  have hD : Tendsto (fun q : ℝ => q ^ 2 + k0 ^ 2) atTop atTop :=
    tendsto_atTop_add_const_right _ _ (tendsto_pow_atTop two_ne_zero)
  have h := (hD.const_div_atTop (a * (k ^ 2 - k0 ^ 2))).const_sub (1 - a)
  rw [sub_zero] at h
  refine h.congr fun q => ?_
  have hq : q ^ 2 + k0 ^ 2 ≠ 0 := by positivity
  unfold kerkerFactor
  field_simp
  ring

/-- For `k0 > 0` no wavevector `q > 0` has an absolute mixing factor above the supremum. -/
theorem le_worstFactor {k k0 q : ℝ} (hk0 : 0 < k0) (a : ℝ) (hq : 0 < q) :
    |kerkerFactor k k0 a q| ≤ worstFactor k k0 a :=
  le_ciSup (f := fun q : Set.Ioi (0 : ℝ) => |kerkerFactor k k0 a q|)
    ⟨max |1 - a| |1 - a * (k ^ 2 / k0 ^ 2)|, by
      rintro _ ⟨p, rfl⟩
      exact abs_kerkerFactor_le hk0 a p⟩ ⟨q, hq⟩

/-- For `k0 > 0` the supremum of the absolute mixing factor over `q > 0` is the larger of
`|1 - a|` and `|1 - a k² / k0²|`. -/
theorem worstFactor_eq {k k0 : ℝ} (hk0 : 0 < k0) (a : ℝ) :
    worstFactor k k0 a = max |1 - a| |1 - a * (k ^ 2 / k0 ^ 2)| := by
  have : Nonempty (Set.Ioi (0 : ℝ)) := ⟨⟨1, Set.mem_Ioi.2 one_pos⟩⟩
  apply le_antisymm
  · exact ciSup_le fun q => abs_kerkerFactor_le hk0 a q
  · -- both values are limits of factors at positive wavevectors
    apply max_le
    · exact le_of_tendsto (tendsto_shortWave (k := k) hk0 a).abs
        ((eventually_gt_atTop 0).mono fun q hq => le_worstFactor hk0 a hq)
    · refine le_of_tendsto (tendsto_longWave hk0 a).abs ?_
      filter_upwards [self_mem_nhdsWithin] with q hq
      exact le_worstFactor hk0 a hq

/-- For `k, k0 > 0` the supremum over all `q > 0` of the absolute mixing factor is below 1
exactly when `0 < a < 2 min(1, k0² / k²)`. -/
theorem worstFactor_lt_one_iff {k k0 : ℝ} (hk : 0 < k) (hk0 : 0 < k0) (a : ℝ) :
    worstFactor k k0 a < 1 ↔ 0 < a ∧ a < 2 * min 1 (k0 ^ 2 / k ^ 2) := by
  have hr : 0 < k ^ 2 / k0 ^ 2 := by positivity
  have h2 : a < 2 * (k0 ^ 2 / k ^ 2) ↔ a * (k ^ 2 / k0 ^ 2) < 2 := by
    rw [show 2 * (k0 ^ 2 / k ^ 2) = 2 * k0 ^ 2 / k ^ 2 by ring,
      show a * (k ^ 2 / k0 ^ 2) = a * k ^ 2 / k0 ^ 2 by ring,
      lt_div_iff₀ (by positivity), div_lt_iff₀ (by positivity)]
  rw [worstFactor_eq hk0, max_lt_iff, abs_lt, abs_lt,
    mul_min_of_nonneg _ _ (by norm_num : (0 : ℝ) ≤ 2), lt_min_iff, h2]
  constructor
  · rintro ⟨⟨h1, h3⟩, h4, -⟩
    exact ⟨by linarith, by linarith, by linarith⟩
  · rintro ⟨h1, h3, h4⟩
    have h5 := mul_pos h1 hr
    exact ⟨⟨by linarith, by linarith⟩, by linarith, by linarith⟩

/-- After `n` steps the size of the density error is its initial size times the `n`-th power of
the absolute mixing factor. -/
theorem norm_densityError (k k0 a q : ℝ) (e0 : ℂ) (n : ℕ) :
    ‖densityError k k0 a q e0 n‖ = |kerkerFactor k k0 a q| ^ n * ‖e0‖ := by
  induction n with
  | zero => simp [densityError]
  | succ n ih =>
    rw [densityError, norm_mul, ih, Complex.norm_real, Real.norm_eq_abs]
    ring

/-- For `k, k0 > 0`, one rate `ρ < 1` bounds the decay of all modes `q = 2πm/L`, `m ≥ 1`, in
cells of every length `L > 0` exactly when `0 < a < 2 min(1, k0² / k²)`. -/
theorem uniform_in_cell_length_iff {k k0 : ℝ} (hk : 0 < k) (hk0 : 0 < k0) (a : ℝ) :
    (∃ ρ < 1, ∀ L : ℝ, 0 < L → ∀ m : ℕ, 1 ≤ m → ∀ (e0 : ℂ) (n : ℕ),
      ‖densityError k k0 a (2 * Real.pi * m / L) e0 n‖ ≤ ρ ^ n * ‖e0‖)
      ↔ 0 < a ∧ a < 2 * min 1 (k0 ^ 2 / k ^ 2) := by
  have hpi := Real.pi_pos
  rw [← worstFactor_lt_one_iff hk hk0]
  constructor
  · rintro ⟨ρ, hρ, h⟩
    have : Nonempty (Set.Ioi (0 : ℝ)) := ⟨⟨1, Set.mem_Ioi.2 one_pos⟩⟩
    refine lt_of_le_of_lt (ciSup_le ?_) hρ
    rintro ⟨q, hq⟩
    have hq' : 0 < q := hq
    -- q is the lowest mode of the cell of length 2π/q
    have e : 2 * Real.pi * ((1 : ℕ) : ℝ) / (2 * Real.pi / q) = q := by
      rw [Nat.cast_one]
      field_simp
    have h1 := h (2 * Real.pi / q) (by positivity) 1 le_rfl 1 1
    rw [norm_densityError, e] at h1
    simpa using h1
  · intro h
    refine ⟨worstFactor k k0 a, h, fun L hL m hm e0 n => ?_⟩
    have hm' : (0 : ℝ) < m := by exact_mod_cast hm
    rw [norm_densityError]
    exact mul_le_mul_of_nonneg_right
      (pow_le_pow_left₀ (abs_nonneg _) (le_worstFactor hk0 a (by positivity)) n) (norm_nonneg _)

/-- For `k, k0 > 0` with `k ≠ k0`, at the step `a = 2 min(1, k0² / k²)` every single mode `q > 0`
still contracts, but the supremum of the absolute factors is 1. -/
theorem edge_not_uniform {k k0 : ℝ} (hk : 0 < k) (hk0 : 0 < k0) (hne : k ≠ k0) :
    (∀ q : ℝ, 0 < q → |kerkerFactor k k0 (2 * min 1 (k0 ^ 2 / k ^ 2)) q| < 1) ∧
      worstFactor k k0 (2 * min 1 (k0 ^ 2 / k ^ 2)) = 1 := by
  have ha : 0 < 2 * min 1 (k0 ^ 2 / k ^ 2) :=
    mul_pos two_pos (lt_min one_pos (by positivity))
  have hlt : ∀ q : ℝ, 0 < q →
      2 * min 1 (k0 ^ 2 / k ^ 2) * (q ^ 2 + k ^ 2) < 2 * (q ^ 2 + k0 ^ 2) := by
    intro q hq
    have hq2 : 0 < q ^ 2 := by positivity
    have hk2 : 0 < k ^ 2 := by positivity
    rcases lt_or_gt_of_ne hne with h | h
    · have hs : k ^ 2 < k0 ^ 2 := by nlinarith
      rw [min_eq_left ((one_le_div hk2).2 hs.le)]
      linarith
    · have hs : k0 ^ 2 < k ^ 2 := by nlinarith
      have l : k0 ^ 2 / k ^ 2 < 1 := (div_lt_one hk2).2 hs
      have e : k0 ^ 2 / k ^ 2 * k ^ 2 = k0 ^ 2 := div_mul_cancel₀ _ hk2.ne'
      rw [min_eq_right l.le]
      generalize k0 ^ 2 / k ^ 2 = t at e l ⊢
      nlinarith [mul_lt_mul_of_pos_right l hq2]
  have hmode : ∀ q : ℝ, 0 < q →
      |kerkerFactor k k0 (2 * min 1 (k0 ^ 2 / k ^ 2)) q| < 1 := by
    intro q hq
    have hD : 0 < q ^ 2 + k0 ^ 2 := by positivity
    have h1 := (div_lt_iff₀ hD).2 (hlt q hq)
    have h2 := div_pos (mul_pos ha (by positivity : 0 < q ^ 2 + k ^ 2)) hD
    unfold kerkerFactor
    rw [abs_lt]
    constructor <;> linarith
  have : Nonempty (Set.Ioi (0 : ℝ)) := ⟨⟨1, Set.mem_Ioi.2 one_pos⟩⟩
  exact ⟨hmode, le_antisymm (ciSup_le fun q => (hmode q q.2).le)
    (not_lt.1 fun h => lt_irrefl _ ((worstFactor_lt_one_iff hk hk0 _).1 h).2)⟩

end

end KerkerUniformConvergence
```

```lean
#print axioms KerkerUniformConvergence.uniform_in_cell_length_iff
#print axioms KerkerUniformConvergence.edge_not_uniform
```

```
'KerkerUniformConvergence.uniform_in_cell_length_iff' depends on axioms: [propext, Classical.choice, Quot.sound]
'KerkerUniformConvergence.edge_not_uniform' depends on axioms: [propext, Classical.choice, Quot.sound]
```

## One interval for every cell

Write

$$g(q)=1-a\,\frac{q^2+k^2}{q^2+k_0^2}$$

for `kerkerFactor k k0 a q`, the number by which one step of size $a$ multiplies the density error at wavevector $q$; here $1/k$ is the screening length and $k_0$ the parameter of the Kerker scheme. Its worst case, `worstFactor k k0 a`, is the supremum of $|g(q)|$ over all real $q>0$. For $k,k_0>0$ and any real $a$, `worstFactor_lt_one_iff` states that this supremum is below 1 exactly when

$$0<a<2\min(1,\,k_0^2/k^2).$$

The theorem `uniform_in_cell_length_iff` expresses the same condition through the iteration. A periodic cell of length $L$ carries the modes $q=2\pi m/L$ with $m\ge1$, taken here without a grid cutoff, and `densityError` is the complex amplitude $e_n$ of a mode after $n$ steps. The interval is exactly where some $\rho<1$, chosen before $L$, $m$, $e_0$ and $n$, gives $|e_n|\le\rho^n|e_0|$ for all of them.

## Where the factor comes from

Thomas–Fermi screening has the dielectric function $\varepsilon(q)=1+k^2/q^2$, where $1/k$ is the screening length. To first order, an input density with error $e$ produces an output that differs from the input by $-\varepsilon e$. Kerker mixing adds this difference to the input, multiplied by $a\,q^2/(q^2+k_0^2)$, where $k_0$ is a parameter of the scheme. The new error is

$$e-a\,\frac{q^2}{q^2+k_0^2}\cdot\frac{q^2+k^2}{q^2}\,e=g(q)\,e.$$

The file starts from $g$ as a definition, so linear response and this form of screening are assumed. In a real device the material varies in space and couples the modes, and the response is nonlinear far from self-consistency. The mode $q=0$ is left out, which corresponds to a fixed total charge.

## The two limits that decide

Let $r=k^2/k_0^2$ and $w=q^2/(q^2+k_0^2)$, so that $1-w=k_0^2/(q^2+k_0^2)$. Then

$$w(1-a)+(1-w)(1-ar)=1-a\,\frac{q^2+k^2}{q^2+k_0^2}=g(q).$$

This is `kerkerFactor_eq_mean`, proved by clearing denominators. Since $0\le w\le1$,

$$|g(q)|\le w|1-a|+(1-w)|1-ar|\le M,\qquad M=\max(|1-a|,|1-ar|).$$

`abs_kerkerFactor_le` obtains this bound from the two-sided inequalities behind the absolute values.

The bound is sharp. As $q\to\infty$, $g(q)=1-a-a(k^2-k_0^2)/(q^2+k_0^2)$ tends to $1-a$; as $q\to0^+$, continuity gives $1-ar$. Every $|g(q)|$ is at most the supremum, hence so are both limits in absolute value (`le_of_tendsto`), and `worstFactor_eq` concludes that the supremum is $M$.

It remains to solve $M<1$. The condition $|1-a|<1$ means $0<a<2$, and $|1-ar|<1$ means $0<a<2/r=2k_0^2/k^2$. Together they give the interval.

For the cells, induction on $n$ yields $|e_n|=|g(q)|^n|e_0|$ (`norm_densityError`). Inside the interval, $\rho$ can be the supremum itself. Conversely, suppose a common $\rho<1$ exists. Any $q>0$ is the lowest mode of the cell with $L=2\pi/q$, so taking $m=n=1$ and $e_0=1$ gives $|g(q)|\le\rho$. The supremum is then at most $\rho<1$.

## At the upper edge

Let $a=2\min(1,k_0^2/k^2)$ with $k\ne k_0$. If $k<k_0$, then $a=2$ and $a(q^2+k^2)<2(q^2+k_0^2)$. If $k>k_0$, then

$$a(q^2+k^2)=2\left(\frac{k_0^2}{k^2}q^2+k_0^2\right)<2(q^2+k_0^2).$$

Either way $|g(q)|<1$ for each $q>0$, so every single mode contracts. The supremum is therefore at most 1, and by the main equivalence it is not below 1. This is `edge_not_uniform`: the contraction becomes arbitrarily weak, towards long waves if $k>k_0$ and towards short waves if $k<k_0$.

The hypothesis $k\ne k_0$ is needed here. For $k=k_0=1$ the edge is $a=2$ and $g(q)=-1$ at every $q$, so each error only changes sign and no mode contracts.
